# Ewald split of r⁻⁶ with self term b⁶/6 and k = 0 term π^(3/2) b³/3

Take one pair of atoms at distance 1. The integral of t² exp(-t) over all t > 0 is 2, so half of it is 1, the value of r⁻⁶ at r = 1. Cutting the integral at t = 1 splits that value in two:

1 = (5/2) exp(-1) + ½ ∫₀¹ t² exp(-t) dt ≈ 0.9197 + 0.0803

The piece with t > 1 is the short-range part of the attraction, and the piece with t < 1 is the smooth part. For a general distance r the exponential becomes exp(-t r²), and the cut moves to t = b², where b > 0 is an inverse length that sets the range of the split. For this bare pair kernel, the self term b⁶/6 is the value of the smooth part at r = 0, and the k = 0 term π^(3/2) b³/3 is its integral over all space, before division by the volume of the periodic cell.

In Lean 4 with Mathlib:

```lean
import Mathlib

open Real MeasureTheory Set Filter Topology

namespace DispersionEwaldBackground

noncomputable section
```

These lines load the Mathlib library and let its names be used in short form.

```lean
/-- The smooth part of the dispersion kernel at distance `r`, with splitting parameter `b`:
half the integral of `t² exp(-t r²)` over `0 ≤ t ≤ b²`. -/
def smoothPart (b r : ℝ) : ℝ :=
  (1 / 2) * ∫ t in (0 : ℝ)..b ^ 2, t ^ 2 * exp (-t * r ^ 2)
```

This defines the smooth part, written g(r) below:

g(r) = ½ ∫₀^{b²} t² exp(-t r²) dt

Both `b` and `r` are real numbers. The dispersion coefficient C₆ and the minus sign of the attraction are left out.

```lean
/-- The inverse sixth power is the sum of a Gaussian-screened short-range part and the
smooth part. -/
theorem dispersion_split (b : ℝ) {r : ℝ} (hr : r ≠ 0) :
    1 / r ^ 6 = exp (-(b * r) ^ 2) * (1 + (b * r) ^ 2 + (b * r) ^ 4 / 2) / r ^ 6
      + smoothPart b r := by
  -- an explicit antiderivative in the variable `t`
  have h (t : ℝ) : HasDerivAt
      (fun t : ℝ => -(exp (-t * r ^ 2) * (t ^ 2 / r ^ 2 + 2 * t / r ^ 4 + 2 / r ^ 6)))
      (t ^ 2 * exp (-t * r ^ 2)) t := by
    have h1 : HasDerivAt (fun t : ℝ => exp (-t * r ^ 2))
        (exp (-t * r ^ 2) * (-1 * r ^ 2)) t :=
      ((hasDerivAt_neg t).mul_const (r ^ 2)).exp
    have h2 : HasDerivAt (fun t : ℝ => t ^ 2 / r ^ 2 + 2 * t / r ^ 4 + 2 / r ^ 6)
        (2 * t / r ^ 2 + 2 / r ^ 4) t :=
      ((((hasDerivAt_pow 2 t).div_const (r ^ 2)).fun_add
        (((hasDerivAt_id' t).const_mul 2).div_const (r ^ 4))).add_const
          (2 / r ^ 6)).congr_deriv (by simp)
    exact (h1.fun_mul h2).fun_neg.congr_deriv (by field_simp; ring)
  have hI := intervalIntegral.integral_eq_sub_of_hasDerivAt (a := 0) (b := b ^ 2)
    (fun t _ => h t) (Continuous.intervalIntegrable (by fun_prop) _ _)
  unfold smoothPart
  rw [hI, show -(b * r) ^ 2 = -b ^ 2 * r ^ 2 by ring]
  simp only [neg_zero, zero_mul, exp_zero]
  field_simp
  ring
```

With a = br, the theorem says, for every r ≠ 0,

1/r⁶ = exp(-a²)(1 + a² + a⁴/2)/r⁶ + g(r)

By hand, differentiation shows that t² exp(-t r²) has the antiderivative

F(t) = -exp(-t r²)(t²/r² + 2t/r⁴ + 2/r⁶)

Therefore

g(r) = ½[F(b²) - F(0)] = 1/r⁶ - exp(-a²)(b⁴/(2r²) + b²/r⁴ + 1/r⁶)

and taking out 1/r⁶ gives the claim. In the proof, `h` is the derivative of F and `hI` is the fundamental theorem of calculus; `field_simp` and `ring` do the algebra.

For b = 1 and r = 2, the short-range part is 13 exp(-4)/64 ≈ 0.0037 and g(2) ≈ 0.0119. They add up to 1/64 ≈ 0.0156, now mostly smooth.

```lean
/-- The smooth part tends to the self term `b⁶/6` as the distance tends to zero. -/
theorem smoothPart_tendsto_self (b : ℝ) :
    Tendsto (smoothPart b) (𝓝 0) (𝓝 (b ^ 6 / 6)) := by
  have hc : Continuous (smoothPart b) := by
    unfold smoothPart
    refine continuous_const.mul
      (intervalIntegral.continuous_parametric_intervalIntegral_of_continuous'
        (f := fun r t : ℝ => t ^ 2 * exp (-t * r ^ 2)) ?_ 0 (b ^ 2))
    show Continuous fun p : ℝ × ℝ => p.2 ^ 2 * exp (-p.2 * p.1 ^ 2)
    fun_prop
  have h0 : smoothPart b 0 = b ^ 6 / 6 := by
    have h : ∫ t in (0 : ℝ)..b ^ 2, t ^ 2 * exp (-t * 0 ^ 2)
        = ∫ t in (0 : ℝ)..b ^ 2, t ^ 2 :=
      intervalIntegral.integral_congr (fun t _ => by simp)
    unfold smoothPart
    rw [h, integral_pow]
    push_cast
    ring
  rw [← h0]
  exact hc.tendsto 0
```

`Tendsto (smoothPart b) (𝓝 0) (𝓝 (b ^ 6 / 6))` reads: g(r) → b⁶/6 as r → 0. The integrand is continuous in r and t together and the t-interval is bounded, so g is continuous (`hc`). Its limit is then its value at zero (`h0`):

g(0) = ½ ∫₀^{b²} t² dt = b⁶/6

An Ewald sum takes the smooth part over all ordered pairs of atoms, with each atom also paired with itself at distance zero. Each such self-pair adds g(0), which is not a real interaction and is subtracted again. The energy counts ordered pairs with a factor ½, so the amount per atom there is b⁶/12, times the coefficient -C₆ left out here.

```lean
/-- The radial second moment of a Gaussian of exponent `t`, weighted by `t²`, is
`(√π/4) √t`. -/
theorem gaussian_second_moment {t : ℝ} (ht : 0 < t) :
    ∫ r in Ioi (0 : ℝ), t ^ 2 * (r ^ 2 * exp (-t * r ^ 2)) = √π / 4 * √t := by
  have h := integral_rpow_mul_exp_neg_mul_rpow (p := 2) (q := 2) (b := t)
    two_pos (by norm_num) ht
  simp only [Real.rpow_two] at h
  have hG : Real.Gamma ((2 + 1) / 2) = √π / 2 := by
    rw [show ((2 + 1) / 2 : ℝ) = 1 / 2 + 1 by norm_num,
      Real.Gamma_add_one (by norm_num), Real.Gamma_one_half_eq]
    ring
  have hp : t ^ 2 * t ^ (-(2 + 1) / 2 : ℝ) = √t := by
    rw [← Real.rpow_natCast t 2, ← Real.rpow_add ht, Real.sqrt_eq_rpow]
    congr 1
    norm_num
  rw [integral_const_mul, h, hG]
  linear_combination (√π / 4) * hp
```

`Ioi 0` is the half-line r > 0. Substituting u = t r² gives

∫₀^∞ r² exp(-t r²) dr = ½ t^(-3/2) Γ(3/2) = (√π/4) t^(-3/2)

and the factor t² turns this into (√π/4)√t. Mathlib supplies the Gamma-function formula; `hG` evaluates Γ(3/2) = √π/2 and `hp` combines the powers of t.

```lean
/-- The Gaussian kernel `t² r² exp(-t r²)` is jointly integrable over all distances `r > 0`
and all exponents `0 < t ≤ b²`. -/
theorem kernel_integrable (b : ℝ) :
    Integrable (Function.uncurry fun r t : ℝ => t ^ 2 * (r ^ 2 * exp (-t * r ^ 2)))
      ((volume.restrict (Ioi 0)).prod (volume.restrict (Ioc 0 (b ^ 2)))) := by
  have hc : Continuous
      (Function.uncurry fun r t : ℝ => t ^ 2 * (r ^ 2 * exp (-t * r ^ 2))) := by
    show Continuous fun p : ℝ × ℝ => p.2 ^ 2 * (p.1 ^ 2 * exp (-p.2 * p.1 ^ 2))
    fun_prop
  rw [integrable_prod_iff' hc.aestronglyMeasurable]
  constructor
  · refine ae_restrict_of_forall_mem measurableSet_Ioc fun t ht => ?_
    have h := integrableOn_rpow_mul_exp_neg_mul_sq ht.1 (s := 2) (by norm_num)
    simp only [Real.rpow_two] at h
    exact Integrable.const_mul h (t ^ 2)
  · -- the integral over distances is a multiple of `√t`
    have h : IntegrableOn (fun t : ℝ => √π / 4 * √t) (Ioc 0 (b ^ 2)) :=
      (continuous_const.mul Real.continuous_sqrt).integrableOn_Ioc
    refine Integrable.congr h ?_
    refine ae_restrict_of_forall_mem measurableSet_Ioc fun t ht => ?_
    show √π / 4 * √t = ∫ r in Ioi (0 : ℝ), ‖t ^ 2 * (r ^ 2 * exp (-t * r ^ 2))‖
    rw [← gaussian_second_moment ht.1]
    congr 1
    ext r
    exact (Real.norm_of_nonneg (by positivity)).symm
```

This lemma licenses exchanging the r and t integrals. `Ioc 0 (b ^ 2)` is the interval 0 < t ≤ b². The kernel is integrable in r for each such t. Being non-negative, it equals its absolute value, whose r-integral (√π/4)√t is integrable up to b².

```lean
/-- The smooth part times the shell area `4πr²` is `2π` times the integral of the Gaussian kernel
`t² r² exp(-t r²)` over the exponents `0 < t ≤ b²`. -/
theorem shell_eq (b r : ℝ) : 4 * π * r ^ 2 * smoothPart b r
    = 2 * π * ∫ t in Ioc 0 (b ^ 2), t ^ 2 * (r ^ 2 * exp (-t * r ^ 2)) := by
  have h : ∫ t in Ioc 0 (b ^ 2), t ^ 2 * (r ^ 2 * exp (-t * r ^ 2))
      = r ^ 2 * ∫ t in Ioc 0 (b ^ 2), t ^ 2 * exp (-t * r ^ 2) := by
    rw [← integral_const_mul]
    congr 1
    ext t
    ring
  unfold smoothPart
  rw [h, intervalIntegral.integral_of_le (sq_nonneg b)]
  ring
```

Moving r² inside the integral gives

4πr² g(r) = 2π ∫₀^{b²} t² r² exp(-t r²) dt

```lean
/-- The `k = 0` term: the smooth part integrated over all spherical shells is
`π^(3/2) b³/3`. -/
theorem background_term {b : ℝ} (hb : 0 < b) :
    ∫ r in Ioi (0 : ℝ), 4 * π * r ^ 2 * smoothPart b r = π ^ (3 / 2 : ℝ) * b ^ 3 / 3 := by
  have hs : ∫ t in (0 : ℝ)..b ^ 2, √t = 2 / 3 * b ^ 3 := by
    have e : (b ^ 2) ^ ((1 / 2 : ℝ) + 1) = b ^ 3 := by
      rw [← Real.rpow_natCast b 2, ← Real.rpow_mul hb.le, ← Real.rpow_natCast b 3]
      congr 1
      norm_num
    simp only [Real.sqrt_eq_rpow]
    rw [integral_rpow (Or.inl (by norm_num)), e, Real.zero_rpow (by norm_num)]
    ring
  have hpi : π ^ (3 / 2 : ℝ) = π * √π := by
    rw [show (3 / 2 : ℝ) = 1 + 1 / 2 by norm_num, Real.rpow_add pi_pos, Real.rpow_one,
      ← Real.sqrt_eq_rpow]
  simp_rw [shell_eq]
  -- integrate over distances first, then over Gaussian exponents
  rw [integral_const_mul, integral_integral_swap (kernel_integrable b),
    setIntegral_congr_fun measurableSet_Ioc (fun t ht => gaussian_second_moment ht.1),
    ← intervalIntegral.integral_of_le (sq_nonneg b),
    intervalIntegral.integral_const_mul, hs, hpi]
  ring
```

Integrating over r first, then over t, yields

∫₀^∞ 4πr² g(r) dr = 2π (√π/4) ∫₀^{b²} √t dt = (π^(3/2)/2)(2b³/3) = π^(3/2) b³/3

The exchange is `integral_integral_swap`, and `hs` is the integral of √t, where b > 0 gives (b²)^(3/2) = b³. For b = 1 the result is about 1.856.

```lean
/-- Ewald split of the dispersion kernel: the pointwise decomposition of `r⁻⁶`, the self term
`b⁶/6`, and the convergent `k = 0` integral with value `π^(3/2) b³/3`. -/
theorem dispersion_ewald {b : ℝ} (hb : 0 < b) :
    (∀ r : ℝ, 0 < r → 1 / r ^ 6 =
      exp (-(b * r) ^ 2) * (1 + (b * r) ^ 2 + (b * r) ^ 4 / 2) / r ^ 6 + smoothPart b r) ∧
    Tendsto (smoothPart b) (𝓝[>] 0) (𝓝 (b ^ 6 / 6)) ∧
    IntegrableOn (fun r => 4 * π * r ^ 2 * smoothPart b r) (Ioi 0) ∧
    ∫ r in Ioi (0 : ℝ), 4 * π * r ^ 2 * smoothPart b r = π ^ (3 / 2 : ℝ) * b ^ 3 / 3 := by
  refine ⟨fun r hr => dispersion_split b hr.ne',
    (smoothPart_tendsto_self b).mono_left nhdsWithin_le_nhds, ?_, background_term hb⟩
  simp_rw [shell_eq]
  exact (kernel_integrable b).integral_prod_left.const_mul (2 * π)
```

For b > 0, the main theorem joins four statements with `∧`, "and": the split for every r > 0, the limit from the right (`𝓝[>] 0`), the integrability of 4πr² g(r), and its integral. Integrability follows from the kernel lemma.

These results supply the self and k = 0 constants of the bare, undamped pair kernel for Ewald summation of dispersion in simulations, before the factor ½ for ordered pairs, the coefficient C₆ and, at k = 0, the division by the cell volume are applied; the periodic lattice sum and the terms with k ≠ 0 are not treated.

```lean
/-- The integral of the smooth part over three-dimensional space is `π^(3/2) b³/3`. -/
theorem background_term_space {b : ℝ} (hb : 0 < b) :
    ∫ x : EuclideanSpace ℝ (Fin 3), smoothPart b ‖x‖ = π ^ (3 / 2 : ℝ) * b ^ 3 / 3 := by
  have hball : volume.real (Metric.ball (0 : EuclideanSpace ℝ (Fin 3)) 1) = π * 4 / 3 := by
    rw [Measure.real, EuclideanSpace.volume_ball_fin_three, ENNReal.ofReal_one, one_pow,
      one_mul, ENNReal.toReal_ofReal (by positivity)]
  have hk : ∫ r in Ioi (0 : ℝ), 4 * π * r ^ 2 * smoothPart b r
      = 4 * π * ∫ r in Ioi (0 : ℝ), r ^ 2 * smoothPart b r := by
    rw [← integral_const_mul]
    congr 1
    ext r
    ring
  have h := background_term hb
  rw [hk] at h
  -- polar coordinates reduce the integral to spherical shells
  rw [integral_fun_norm_addHaar volume (smoothPart b), finrank_euclideanSpace_fin, hball]
  simp only [smul_eq_mul, nsmul_eq_mul, Nat.reduceSub, Nat.cast_ofNat]
  linear_combination h

end

end DispersionEwaldBackground
```

`EuclideanSpace ℝ (Fin 3)` is ordinary three-dimensional space and `‖x‖` is the distance from the origin. The integral of g(‖x‖) over space is the Fourier transform ∫ g(‖x‖) exp(-i k·x) dx at k = 0; in a periodic cell it is divided by the cell volume. Polar coordinates give the prefactor 3 · (4π/3) = 4π, with the unit-ball volume from `hball`, and the radial result for b > 0 finishes the proof.

```lean
#print axioms DispersionEwaldBackground.dispersion_ewald
#print axioms DispersionEwaldBackground.background_term_space
```

```
'DispersionEwaldBackground.dispersion_ewald' depends on axioms: [propext, Classical.choice, Quot.sound]
'DispersionEwaldBackground.background_term_space' depends on axioms: [propext, Classical.choice, Quot.sound]
```
